# Integrating out the momenta turns the Matsubara phase of finitely many modes into harmonic springs

The path integral for a thermal average can be truncated to finitely many Matsubara modes, the lowest Fourier components of the imaginary-time path. The phase-space weight is then $e^{-\beta(K+U-i\theta)}$, with $\beta$ the inverse temperature, $K$ the kinetic energy, $U$ the potential and $\theta$ a real phase that is bilinear in momenta and positions. Unless $\theta$ vanishes identically, this weight takes complex values and is not a probability density. For an observable $A(q)$ of the positions $q$ alone, the practical step is to do the momentum integral analytically and to sample $q$ from the positive weight $e^{-\beta(U+S)}$, where $S$ is a harmonic spring energy. For finitely many modes, the phase-space integral of $A$ times the weight equals a constant times $\int dq\,A\,e^{-\beta(U+S)}$, provided $A\,e^{-\beta U}$ is integrable. A normalised average follows by applying this also to $A=1$, which asks that $e^{-\beta U}$ itself be integrable; $e^{-\beta(U+S)}$ is then normalisable because $S\ge0$. The complex weight is taken as the starting definition and is not derived from a quantum partition function.

## Modes, energies and the complex weight

```lean
import Mathlib

open MeasureTheory Matrix Complex
open scoped Real

namespace MatsubaraSprings

noncomputable section

variable {n : Type*} [Fintype n]
```

The type `n` is a finite set of mode labels $i$. Momenta $p$ and positions $q$ are functions `n → ℝ`, that is real vectors with components $p_i$ and $q_i$, and integrals over them use Lebesgue measure $\prod_i dp_i$ with no factor of Planck's constant.

```lean
/-- Kinetic energy `∑ pᵢ²/(2mᵢ)` of modes with masses `mᵢ`. -/
def kinetic (m p : n → ℝ) : ℝ := ∑ i, p i ^ 2 / (2 * m i)
```

Each mode has its own mass $m_i$, and $K(p)=\sum_i p_i^2/(2m_i)$.

```lean
/-- The phase `θ(p,q) = p · G q`, bilinear in momenta and positions. -/
def phase (G : Matrix n n ℝ) (p q : n → ℝ) : ℝ := p ⬝ᵥ G *ᵥ q
```

The symbol `*ᵥ` is the matrix–vector product and `⬝ᵥ` the dot product, so $\theta(p,q)=\sum_{i} p_i (Gq)_i$. The real matrix $G$ has the dimension of a frequency and is otherwise arbitrary.

```lean
/-- Spring energy `∑ mᵢ (G q)ᵢ² / 2`. -/
def spring (m : n → ℝ) (G : Matrix n n ℝ) (q : n → ℝ) : ℝ := ∑ i, m i * (G *ᵥ q) i ^ 2 / 2
```

The spring energy is $S(q)=\sum_i m_i (Gq)_i^2/2$.

```lean
/-- Complex phase-space weight `exp(-β (K(p) + U(q) - i θ(p,q)))`. -/
def weight (β : ℝ) (m : n → ℝ) (G : Matrix n n ℝ) (U : (n → ℝ) → ℝ) (q p : n → ℝ) : ℂ :=
  cexp (-(β : ℂ) * ((kinetic m p : ℂ) + (U q : ℂ) - I * (phase G p q : ℂ)))
```

Here `cexp` is the complex exponential, `I` the imaginary unit, and `(β : ℂ)` the real number $\beta$ regarded as complex. The weight is $w(q,p)=e^{-\beta(K(p)+U(q)-i\theta(p,q))}$, for any real function $U$ of the positions. Since `q` comes before `p`, the expression `weight β m G U q` is a function of the momenta at fixed positions.

```lean
/-- Real Hamiltonian with springs, `K(p) + U(q) + S(q)`. -/
def ringPolymerHamiltonian (m : n → ℝ) (G : Matrix n n ℝ) (U : (n → ℝ) → ℝ)
    (q p : n → ℝ) : ℝ :=
  kinetic m p + U q + spring m G q
```

This is the real Hamiltonian $H(q,p)=K(p)+U(q)+S(q)$. Its Lean name refers to the Matsubara choice of $G$ in the last section, whose spring frequencies are those of a ring polymer in the limit of many beads. For a general $G$ the springs need not be those of a ring polymer.

```lean
/-- Free momentum prefactor `∏ √(2π mᵢ/β)`. -/
def prefactor (β : ℝ) (m : n → ℝ) : ℝ := ∏ i, √(2 * π * m i / β)
```

The prefactor $C=\prod_i\sqrt{2\pi m_i/\beta}$ is the classical momentum integral of free modes.

## The Gaussian momentum integral

```lean
/-- The weight is `exp(-βU)` times the exponential of a quadratic in the momenta with `pᵢ²`
coefficients `-β/(2mᵢ)` and imaginary linear coefficients `iβ(Gq)ᵢ`. -/
theorem weight_eq (β : ℝ) (m : n → ℝ) (G : Matrix n n ℝ) (U : (n → ℝ) → ℝ) (q p : n → ℝ) :
    weight β m G U q p = cexp (-(β : ℂ) * (U q : ℂ)) *
      cexp (-∑ i, (β : ℂ) / (2 * (m i : ℂ)) * (p i : ℂ) ^ 2
        + ∑ i, I * (β : ℂ) * ((G *ᵥ q) i : ℂ) * (p i : ℂ)) := by
  unfold weight kinetic phase
  generalize G *ᵥ q = v
  have h1 : ∑ i, (β : ℂ) / (2 * (m i : ℂ)) * (p i : ℂ) ^ 2
      = (β : ℂ) * ∑ i, (p i : ℂ) ^ 2 / (2 * (m i : ℂ)) := by
    rw [Finset.mul_sum]
    exact Finset.sum_congr rfl fun i _ => by ring
  have h2 : ∑ i, I * (β : ℂ) * (v i : ℂ) * (p i : ℂ)
      = (β : ℂ) * I * ∑ i, (p i : ℂ) * (v i : ℂ) := by
    rw [Finset.mul_sum]
    exact Finset.sum_congr rfl fun i _ => by ring
  rw [← Complex.exp_add, h1, h2]
  congr 1
  simp only [dotProduct]
  push_cast
  ring
```

Write $v=Gq$, $b_i=\beta/(2m_i)$ and $c_i=i\beta v_i$. Expanding the exponent gives
$$-\beta(K+U-i\theta)=-\beta U-\sum_i b_i p_i^2+\sum_i c_i p_i ,$$
so $w=e^{-\beta U}\exp\big(-\sum_i b_ip_i^2+\sum_i c_ip_i\big)$. In the proof `h1` and `h2` pull $\beta$ and $i\beta$ out of the two sums, and `ring` compares the exponents.

```lean
/-- For positive `β` and masses the weight is integrable over the momenta at every `q`. -/
theorem integrable_weight {β : ℝ} {m : n → ℝ} (hβ : 0 < β) (hm : ∀ i, 0 < m i)
    (G : Matrix n n ℝ) (U : (n → ℝ) → ℝ) (q : n → ℝ) : Integrable (weight β m G U q) := by
  have hb : ∀ i, 0 < ((β : ℂ) / (2 * (m i : ℂ))).re := fun i => by
    have := hm i
    rw [show (β : ℂ) / (2 * (m i : ℂ)) = ((β / (2 * m i) : ℝ) : ℂ) by push_cast; rfl,
      ofReal_re]
    positivity
  have h := GaussianFourier.integrable_cexp_neg_sum_mul_add
    (b := fun i => (β : ℂ) / (2 * (m i : ℂ))) hb (fun i => I * (β : ℂ) * ((G *ᵥ q) i : ℂ))
  rw [funext (weight_eq β m G U q)]
  exact h.const_mul _
```

The hypotheses `hβ` and `hm` say $\beta>0$ and $m_i>0$ for every $i$: a positive temperature and positive masses, which make the Gaussian decay. The phase factor $e^{i\beta\theta}$ has modulus one, so $|w|=e^{-\beta U}e^{-\sum_i b_ip_i^2}$ with all $b_i>0$, and this is integrable in $p$. The proof establishes $\operatorname{Re} b_i>0$ as `hb` and passes it to Mathlib's `GaussianFourier.integrable_cexp_neg_sum_mul_add`. Lean assigns the value zero to the integral of a non-integrable function, so this theorem is what makes the momentum integrals of the weight convergent integrals in the ordinary sense.

```lean
/-- Integrating the weight over all momenta gives `∏ √(2π mᵢ/β) · exp(-β (U(q) + S(q)))`. -/
theorem integral_weight {β : ℝ} {m : n → ℝ} (hβ : 0 < β) (hm : ∀ i, 0 < m i)
    (G : Matrix n n ℝ) (U : (n → ℝ) → ℝ) (q : n → ℝ) :
    ∫ p, weight β m G U q p
      = ((prefactor β m * Real.exp (-β * (U q + spring m G q)) : ℝ) : ℂ) := by
  have hb : ∀ i, 0 < ((β : ℂ) / (2 * (m i : ℂ))).re := fun i => by
    have := hm i
    rw [show (β : ℂ) / (2 * (m i : ℂ)) = ((β / (2 * m i) : ℝ) : ℂ) by push_cast; rfl,
      ofReal_re]
    positivity
  have h := GaussianFourier.integral_cexp_neg_sum_mul_add
    (b := fun i => (β : ℂ) / (2 * (m i : ℂ))) hb (fun i => I * (β : ℂ) * ((G *ᵥ q) i : ℂ))
  try beta_reduce at h
  -- each mode: `i² = -1` turns the completed square into a spring term
  have hfac : ∀ i, ((π : ℂ) / ((β : ℂ) / (2 * (m i : ℂ)))) ^ (1 / 2 : ℂ) *
      cexp ((I * (β : ℂ) * ((G *ᵥ q) i : ℂ)) ^ 2 / (4 * ((β : ℂ) / (2 * (m i : ℂ)))))
      = ((√(2 * π * m i / β) * Real.exp (-β * (m i * (G *ᵥ q) i ^ 2 / 2)) : ℝ) : ℂ) := by
    intro i
    have hmi := hm i
    have hβ' : (β : ℂ) ≠ 0 := ofReal_ne_zero.mpr hβ.ne'
    have hm' : (m i : ℂ) ≠ 0 := ofReal_ne_zero.mpr hmi.ne'
    have e1 : (π : ℂ) / ((β : ℂ) / (2 * (m i : ℂ))) = ((2 * π * m i / β : ℝ) : ℂ) := by
      push_cast
      field_simp
    have e2 : (I * (β : ℂ) * ((G *ᵥ q) i : ℂ)) ^ 2 / (4 * ((β : ℂ) / (2 * (m i : ℂ))))
        = ((-β * (m i * (G *ᵥ q) i ^ 2 / 2) : ℝ) : ℂ) := by
      rw [mul_pow, mul_pow, I_sq]
      push_cast
      field_simp
      try ring
    have e3 : (1 / 2 : ℂ) = ((1 / 2 : ℝ) : ℂ) := by norm_num
    have e4 : 0 ≤ 2 * π * m i / β := by positivity
    rw [e1, e2, e3, ← ofReal_cpow e4, ← ofReal_exp, ← ofReal_mul, Real.sqrt_eq_rpow]
  have hr : ∏ i, (√(2 * π * m i / β) * Real.exp (-β * (m i * (G *ᵥ q) i ^ 2 / 2)))
      = prefactor β m * Real.exp (-β * spring m G q) := by
    rw [Finset.prod_mul_distrib, ← Real.exp_sum, ← Finset.mul_sum]
    rfl
  have hs : Real.exp (-β * (U q + spring m G q))
      = Real.exp (-β * U q) * Real.exp (-β * spring m G q) := by
    rw [mul_add, Real.exp_add]
  simp_rw [weight_eq]
  rw [integral_const_mul, h]
  simp_rw [hfac]
  rw [← ofReal_prod, hr, hs]
  push_cast
  ring
```

The statement is
$$\int dp\; w(q,p)=C\,e^{-\beta(U(q)+S(q))}\qquad\text{for every } G,\ U,\ q .$$
The right side is built as a real number and only then regarded as complex, so the integral is real and positive.

By hand, the integrand factorises over modes, and in mode $i$ one completes the square,
$$\frac{p_i^2}{2m_i}-i v_i p_i=\frac{(p_i-i m_i v_i)^2}{2m_i}+\frac{m_i v_i^2}{2}.$$
The integrand is entire in $p_i$ and decays as $|\operatorname{Re}p_i|\to\infty$ uniformly in the strip between the real axis and the line $\operatorname{Im}p_i=m_iv_i$. The contour can therefore be moved to that line, where the remaining integral is $\int dx\,e^{-\beta x^2/(2m_i)}=\sqrt{2\pi m_i/\beta}$. Mode $i$ contributes $\sqrt{2\pi m_i/\beta}\;e^{-\beta m_iv_i^2/2}$, and the product over $i$ is $C e^{-\beta S}$.

In Lean the factorisation and the one-dimensional integrals come together from `GaussianFourier.integral_cexp_neg_sum_mul_add`, which gives $\prod_i(\pi/b_i)^{1/2}e^{c_i^2/(4b_i)}$. The step `hfac` evaluates one factor: `e1` is $\pi/b_i=2\pi m_i/\beta$, and `e2` uses `I_sq`, that is $i^2=-1$, to obtain $c_i^2/(4b_i)=-\beta m_iv_i^2/2$. The step `hr` collects the factors into $Ce^{-\beta S}$, and `hs` restores $e^{-\beta U}$.

```lean
/-- For a common mass, `∫ dp exp(-β(p²/(2m) - i p·Gq)) = (2πm/β)^(N/2) exp(-β m |Gq|²/2)`. -/
theorem phase_to_springs {N : ℕ} {β m : ℝ} (hβ : 0 < β) (hm : 0 < m)
    (G : Matrix (Fin N) (Fin N) ℝ) (q : Fin N → ℝ) :
    ∫ p : Fin N → ℝ,
        cexp (-(β : ℂ) * (((p ⬝ᵥ p / (2 * m) : ℝ) : ℂ) - I * ((p ⬝ᵥ G *ᵥ q : ℝ) : ℂ)))
      = (((2 * π * m / β) ^ ((N : ℝ) / 2) *
          Real.exp (-β * (m * ((G *ᵥ q) ⬝ᵥ (G *ᵥ q)) / 2)) : ℝ) : ℂ) := by
  have h := integral_weight (m := fun _ : Fin N => m) hβ (fun _ => hm) G (fun _ => 0) q
  have hk : ∀ p : Fin N → ℝ, kinetic (fun _ => m) p = p ⬝ᵥ p / (2 * m) := fun p => by
    simp only [kinetic, dotProduct, Finset.sum_div, sq]
  have hs : spring (fun _ => m) G q = m * ((G *ᵥ q) ⬝ᵥ (G *ᵥ q)) / 2 := by
    unfold spring
    generalize G *ᵥ q = v
    simp only [dotProduct, Finset.mul_sum, Finset.sum_div, sq]
  have hp : prefactor β (fun _ : Fin N => m) = (2 * π * m / β) ^ ((N : ℝ) / 2) := by
    have e4 : 0 ≤ 2 * π * m / β := by positivity
    simp only [prefactor, Finset.prod_const, Finset.card_univ, Fintype.card_fin]
    rw [Real.sqrt_eq_rpow, ← Real.rpow_natCast, ← Real.rpow_mul e4]
    congr 1
    ring
  simp only [weight, hk, hs, hp, phase, ofReal_zero, add_zero, zero_add] at h
  exact h
```

With $N$ modes labelled by `Fin N`, a common mass $m>0$ and no potential, the result reads
$$\int_{\mathbb R^N} dp\;e^{-\beta\left(|p|^2/(2m)-i\,p\cdot Gq\right)}=\Big(\frac{2\pi m}{\beta}\Big)^{N/2}e^{-\beta m|Gq|^2/2}.$$
Squared Euclidean lengths are written as dot products, `p ⬝ᵥ p`, because Mathlib's norm on `Fin N → ℝ` is the maximum norm. The case $N=0$ is allowed, and both sides equal one. The argument is substitution into the previous theorem: `hk` gives $K=|p|^2/(2m)$, `hs` gives $S=m|Gq|^2/2$, and `hp` turns $N$ equal square roots into the power $N/2$.

## A real Hamiltonian with the same position weight

```lean
/-- At every `q`, the momentum integral of the complex weight equals that of the real
Boltzmann factor of `K + U + S`. -/
theorem integral_weight_eq_ringPolymer {β : ℝ} {m : n → ℝ} (hβ : 0 < β) (hm : ∀ i, 0 < m i)
    (G : Matrix n n ℝ) (U : (n → ℝ) → ℝ) (q : n → ℝ) :
    ∫ p, weight β m G U q p
      = ∫ p, ((Real.exp (-β * ringPolymerHamiltonian m G U q p) : ℝ) : ℂ) := by
  -- the real factor is a weight with no phase and potential `U + S`
  have h : ∀ p, ((Real.exp (-β * ringPolymerHamiltonian m G U q p) : ℝ) : ℂ)
      = weight β m 0 (fun x => U x + spring m G x) q p := fun p => by
    unfold weight ringPolymerHamiltonian phase
    rw [ofReal_exp]
    congr 1
    simp only [Matrix.zero_mulVec, dotProduct_zero]
    push_cast
    ring
  have h0 : spring m 0 q = 0 := by simp [spring]
  simp_rw [h]
  rw [integral_weight hβ hm, integral_weight hβ hm, h0, add_zero]
```

At every $q$,
$$\int dp\; w(q,p)=\int dp\; e^{-\beta H(q,p)} .$$
The factor $e^{-\beta H}$ is itself a weight of the same family, with $G=0$ and potential $U+S$, which is `h`. For $G=0$ the spring energy vanishes, which is `h0`. Applying `integral_weight` to both sides gives $Ce^{-\beta(U+S)}$ twice. The equality is between integrals over $p$, and the two integrands differ as functions of $p$ whenever $Gq\neq0$.

```lean
/-- If `A(q) exp(-βU(q))` is integrable, then `A` times the weight is integrable over phase
space, with integral `∏ √(2π mᵢ/β) · ∫ dq A(q) exp(-β (U + S))`. -/
theorem phaseSpace_integral {β : ℝ} {m : n → ℝ} (hβ : 0 < β) (hm : ∀ i, 0 < m i)
    (G : Matrix n n ℝ) (U : (n → ℝ) → ℝ) (A : (n → ℝ) → ℂ)
    (hA : Integrable fun q => A q * cexp (-(β : ℂ) * (U q : ℂ))) :
    Integrable (fun z : (n → ℝ) × (n → ℝ) => A z.1 * weight β m G U z.1 z.2)
        (volume.prod volume) ∧
      ∫ z : (n → ℝ) × (n → ℝ), A z.1 * weight β m G U z.1 z.2 ∂(volume.prod volume)
        = prefactor β m * ∫ q, A q * ((Real.exp (-β * (U q + spring m G q)) : ℝ) : ℂ) := by
  have h1 := hA.mul_prod (integrable_weight hβ hm 0 (fun _ => 0) 0)
  have hc : Continuous fun z : (n → ℝ) × (n → ℝ) =>
      cexp (((β * phase G z.2 z.1 : ℝ) : ℂ) * I) := by
    simp only [phase, dotProduct, Matrix.mulVec]
    fun_prop
  -- split off the phase factor, which has modulus one
  have he : (fun z : (n → ℝ) × (n → ℝ) => A z.1 * weight β m G U z.1 z.2) = fun z =>
      (A z.1 * cexp (-(β : ℂ) * (U z.1 : ℂ)) * weight β m 0 (fun _ => 0) 0 z.2) *
        cexp (((β * phase G z.2 z.1 : ℝ) : ℂ) * I) := by
    funext z
    have h0 : phase (0 : Matrix n n ℝ) z.2 0 = 0 := by simp [phase]
    unfold weight
    rw [h0, mul_assoc (A z.1), mul_assoc (A z.1), ← Complex.exp_add, ← Complex.exp_add]
    congr 2
    push_cast
    ring
  have hi : Integrable (fun z : (n → ℝ) × (n → ℝ) => A z.1 * weight β m G U z.1 z.2)
      (volume.prod volume) := by
    rw [he]
    refine h1.mono (h1.aestronglyMeasurable.mul hc.aestronglyMeasurable)
      (Filter.Eventually.of_forall fun z => ?_)
    rw [norm_mul, Complex.norm_exp_ofReal_mul_I, mul_one]
  refine ⟨hi, ?_⟩
  rw [integral_prod _ hi, ← integral_const_mul]
  refine integral_congr_ae (Filter.Eventually.of_forall fun q => ?_)
  simp only [integral_const_mul, integral_weight hβ hm, ofReal_mul]
  ring
```

A phase-space point is a pair `z` with `z.1` the positions and `z.2` the momenta, and `volume.prod volume` is $dq\,dp$. The observable $A$ is a complex function of $q$. The conclusion has two parts joined by `∧`: the product $A\,w$ is integrable over phase space, and
$$\int dq\,dp\;A(q)\,w(q,p)=C\int dq\;A(q)\,e^{-\beta(U(q)+S(q))} .$$
The hypothesis `hA` asks that $A\,e^{-\beta U}$ be integrable over $q$. It is assumed, and it stands for confinement of every mode by the potential or by the decay of $A$, with no help from the springs. It takes this form because $|A w|=|A|\,e^{-\beta U}e^{-\beta K}$ contains no $S$. With $A=1$, $U=0$ and at least one mode the hypothesis fails, even when $e^{-\beta S}$ is integrable.

By hand, $A w=\big(A e^{-\beta U}\big)\,e^{-\beta K}\,e^{i\beta\theta}$. The first two factors are integrable in $q$ and in $p$ separately, so their product is integrable over phase space, and the third is continuous with modulus one. Fubini's theorem then allows the $p$ integral to be done first. In the proof `he` is this factorisation, `h1` the integrability of the product, `hc` the continuity of the phase factor, and `integral_prod` is Fubini's theorem, after which `integral_weight` is inserted at each $q$.

For simulation this means that, in a model with finitely many modes, static integrals of position observables $A$ with $A\,e^{-\beta U}$ integrable can be taken with the real weight $e^{-\beta(U+S)}$. Observables that depend on momenta, time evolution and correlation functions, and the limit of infinitely many modes do not appear in the theorems.

## The Matsubara frequencies

```lean
/-- Matsubara frequency `ω_k = k ω₁` of mode `k = j - M ∈ {-M,…,M}`, with fundamental frequency
`ω₁`. -/
def freq (M : ℕ) (ω₁ : ℝ) (j : Fin (2 * M + 1)) : ℝ := (((j : ℕ) : ℝ) - M) * ω₁
```

There are $2M+1$ modes. Lean's index $j$ runs over $0,\dots,2M$, the physical label is $k=j-M\in\{-M,\dots,M\}$, and $\omega_k=k\,\omega_1$. The fundamental frequency $\omega_1$ is an arbitrary real number. Physically it is $2\pi/(\beta\hbar)$, with $\hbar$ the reduced Planck constant, because the path is periodic in imaginary time with period $\beta\hbar$.

```lean
/-- The Matsubara frequencies are odd in the mode label, `ω_{-k} = -ω_k`. -/
theorem freq_rev (M : ℕ) (ω₁ : ℝ) (j : Fin (2 * M + 1)) :
    freq M ω₁ j.rev = -freq M ω₁ j := by
  have h : (j.rev : ℕ) + (j : ℕ) = 2 * M := by
    have := j.isLt
    rw [Fin.val_rev]
    omega
  have h' : ((j.rev : ℕ) : ℝ) + ((j : ℕ) : ℝ) = 2 * M := by exact_mod_cast h
  unfold freq
  linear_combination ω₁ * h'
```

The reversal `j.rev` is the index $2M-j$, whose label is $(2M-j)-M=-k$. Hence $\omega_{-k}=-\omega_k$. The proof records $j_{\mathrm{rev}}+j=2M$ as `h` and multiplies it by $\omega_1$.

```lean
/-- With the Matsubara phase `∑ p_k ω_k q_{-k}` on `2M+1` modes of mass `m`, the momentum
integral is the prefactor times `exp(-β (U + ∑ m ω_k² q_k² / 2))`. -/
theorem matsubara_springs (M : ℕ) (ω₁ : ℝ) {β m : ℝ} (hβ : 0 < β) (hm : 0 < m)
    (U : (Fin (2 * M + 1) → ℝ) → ℝ) (q : Fin (2 * M + 1) → ℝ) :
    ∫ p : Fin (2 * M + 1) → ℝ, cexp (-(β : ℂ) * ((kinetic (fun _ => m) p : ℂ) + (U q : ℂ)
        - I * ((∑ k, p k * (freq M ω₁ k * q k.rev) : ℝ) : ℂ)))
      = ((prefactor β (fun _ : Fin (2 * M + 1) => m) *
          Real.exp (-β * (U q + ∑ k, m * freq M ω₁ k ^ 2 * q k ^ 2 / 2)) : ℝ) : ℂ) := by
  let G : Matrix (Fin (2 * M + 1)) (Fin (2 * M + 1)) ℝ :=
    Matrix.of fun j k => if k = j.rev then freq M ω₁ j else 0
  have hG : ∀ j, (G *ᵥ q) j = freq M ω₁ j * q j.rev := fun j => by
    simp [G, Matrix.mulVec, dotProduct]
  -- relabel `k → -k` in the spring sum
  have hs : spring (fun _ => m) G q = ∑ k, m * freq M ω₁ k ^ 2 * q k ^ 2 / 2 := by
    unfold spring
    refine Fintype.sum_equiv Fin.revPerm _ _ fun j => ?_
    simp only [Fin.revPerm_apply, hG, freq_rev]
    ring
  have hp : ∀ p, phase G p q = ∑ k, p k * (freq M ω₁ k * q k.rev) := fun p => by
    simp only [phase, dotProduct, hG]
  have h := integral_weight (m := fun _ => m) hβ (fun _ => hm) G U q
  simp only [weight, hp, hs] at h
  exact h

end

end MatsubaraSprings
```

The summation variable `k` in the code runs over the indices $0,\dots,2M$, so `freq M ω₁ k` and `q k.rev` belong to a mode and its mirror mode. In physical labels the phase is $\theta=\sum_{k=-M}^{M}p_k\,\omega_k\,q_{-k}$, and for a common mass $m>0$, any $U$ and every $q$,
$$\int dp\;e^{-\beta(K+U-i\theta)}=C\,\exp\Big[-\beta\Big(U+\sum_{k=-M}^{M}\tfrac12 m\,\omega_k^2 q_k^2\Big)\Big],$$
with $C$ the product of $2M+1$ factors $\sqrt{2\pi m/\beta}$.

By hand, choose $G_{k,-k}=\omega_k$ and all other entries zero. Then $(Gq)_k=\omega_kq_{-k}$, which is `hG`, and $p\cdot Gq=\theta$, which is `hp`. The spring energy is $\sum_k m\,\omega_k^2q_{-k}^2/2$. Relabelling $k\to-k$ gives $\sum_k m\,\omega_{-k}^2q_k^2/2$, and $\omega_{-k}^2=\omega_k^2$. This is `hs`, where `Fintype.sum_equiv Fin.revPerm` performs the relabelling and `freq_rev` supplies the sign. The claim then follows from `integral_weight`.

For $M=0$ only the centroid mode $k=0$ remains, and since $\omega_0=0$ there is neither phase nor spring. For $M=1$ the phase is $\omega_1(p_1q_{-1}-p_{-1}q_1)$ and the springs are $m\omega_1^2(q_1^2+q_{-1}^2)/2$. The spring frequencies are the Matsubara values $k\omega_1$. A ring polymer of $P$ beads has the normal-mode frequencies $(2P/\beta\hbar)\sin(k\pi/P)$, which approach $2\pi k/(\beta\hbar)$ as $P$ grows at fixed $k$; this comparison is background physics and not among the theorems.

```lean
#print axioms MatsubaraSprings.phase_to_springs
#print axioms MatsubaraSprings.integral_weight_eq_ringPolymer
#print axioms MatsubaraSprings.phaseSpace_integral
#print axioms MatsubaraSprings.matsubara_springs
```

```
'MatsubaraSprings.phase_to_springs' depends on axioms: [propext, Classical.choice, Quot.sound]
'MatsubaraSprings.integral_weight_eq_ringPolymer' depends on axioms: [propext, Classical.choice, Quot.sound]
'MatsubaraSprings.phaseSpace_integral' depends on axioms: [propext, Classical.choice, Quot.sound]
'MatsubaraSprings.matsubara_springs' depends on axioms: [propext, Classical.choice, Quot.sound]
```
